# Third-order energy of non-interacting electrons from the first-order density matrix

A code that evaluates a third-order energy directly from its definition needs the second- and third-order density matrices, and so further response equations after the first. If it takes the trace of the perturbation with the second-order density as the energy, the result is three times too large. For a fixed one-particle Hamiltonian with a linear perturbation and integer occupations, the first-order density is enough, and the factor is exactly 3.

Let $H$ be the Hamiltonian, $V$ the perturbation and $P$ the idempotent density matrix, with $HP=PH$. Write the density of $H+tV$ as $P+tX+t^2Y+t^3Z+\dots$ and set $S=1-2P$. Then

$$E_3=\mathrm{tr}(HZ)+\mathrm{tr}(VY)=\mathrm{tr}(VSX^2),\qquad \mathrm{tr}(VY)=3\,\mathrm{tr}(VSX^2).$$

These are Taylor coefficients; the third derivative of the energy is $6E_3$.

## From orbital energies to a hyperpolarizability

In an orthonormal eigenbasis of $H$, with occupied orbitals $i,j$, virtual orbitals $a,b$ and orbital energies $\varepsilon$, the first-order density has only the elements $X_{ai}=V_{ai}/(\varepsilon_i-\varepsilon_a)$ and $X_{ia}=V_{ia}/(\varepsilon_i-\varepsilon_a)$. The code then contracts

$$E_3=\sum_{iab}X_{ia}V_{ab}X_{bi}-\sum_{ija}V_{ij}X_{ja}X_{ai}.$$

Each orbital here holds one electron; for a closed shell in spatial orbitals, with a spin-independent perturbation, the result is doubled. For a static electric field along one axis, $E_3$ gives the uncoupled first hyperpolarizability with all three indices along that axis, up to sign and factorial conventions. In self-consistent methods $H$ also responds to the density, and further terms appear.

## Idempotency, response and the factor of three

Idempotency order by order gives
$$X=PX+XP,\quad Y=PY+YP+X^2,\quad Z=PZ+ZP+XY+YX.$$
The response equations are $[H,X]+[V,P]=0$ and $[H,Y]+[V,X]=0$. It follows that $SH=HS$ and $SX=-XS$. Write $T(A)=PA(1-P)+(1-P)AP$ for the occupied-virtual part of $A$.

**Trace with $H$.** Let $Q=PQ+QP+R$. Multiplying by $P$ from the left gives $PQP=-PR$, so $\mathrm{tr}(HPQ)=\mathrm{tr}(HPQP)=-\mathrm{tr}(HPR)$. Hence
$$\mathrm{tr}(HQ)=2\,\mathrm{tr}(HPQ)+\mathrm{tr}(HR)=\mathrm{tr}(HSR).$$

**First-order response.** $S[H,X]=-S[V,P]=-(VP+PV-2PVP)=-T(V)$. For any $W$, cyclicity gives
$$\mathrm{tr}(HS(XW+WX))=\mathrm{tr}(S[H,X]W)=-\mathrm{tr}(T(V)W).$$

**Splitting $Y$.** Since $PYP=-PX^2$, we have $Y=SX^2+T(Y)$. As $\mathrm{tr}(V\,T(Y))=\mathrm{tr}(T(V)Y)$,
$$\mathrm{tr}(VY)=\mathrm{tr}(VSX^2)+\mathrm{tr}(T(V)Y).$$

**Energy.** With $Q=Z$ and $W=Y$, $\mathrm{tr}(HZ)=-\mathrm{tr}(T(V)Y)$. Adding $\mathrm{tr}(VY)$ leaves $E_3=\mathrm{tr}(VSX^2)$.

**Factor.** Moving the commutator from $X$ to $Y$,
$$\begin{aligned}\mathrm{tr}(T(V)Y)&=-\mathrm{tr}(S[H,X]Y)=-\mathrm{tr}(XS[H,Y])\\&=\mathrm{tr}(XS[V,X])=2\,\mathrm{tr}(VSX^2).\end{aligned}$$
The last step uses $XSX=-SX^2$ and $X^2S=SX^2$. The split then gives 3.

Similarly, $Q=Y$, $W=X$ and $T(X)=X$ give the second-order energy $\mathrm{tr}(HY)+\mathrm{tr}(VX)=\tfrac12\mathrm{tr}(VX)$.

## The Lean file

```lean
import Mathlib

open Matrix

namespace ThirdOrderDensityResponse

variable {n : Type*} [Fintype n] [DecidableEq n] {H V P X Y Z : Matrix n n ℂ}

/-- For idempotent `P`, the part of `A` that connects the range of `P` with the range of `1 - P`, in
either direction. -/
def transitionPart (P A : Matrix n n ℂ) : Matrix n n ℂ :=
  P * A * (1 - P) + (1 - P) * A * P

/-- The coefficient of `t ^ 2` in the trace of `(H + t V) (P + t X + t ^ 2 Y)`. -/
def secondOrderEnergy (H V X Y : Matrix n n ℂ) : ℂ :=
  trace (H * Y) + trace (V * X)

/-- The coefficient of `t ^ 3` in the trace of
`(H + t V) (P + t X + t ^ 2 Y + t ^ 3 Z)`. -/
def thirdOrderEnergy (H V Y Z : Matrix n n ℂ) : ℂ :=
  trace (H * Z) + trace (V * Y)

/-- If `H` commutes with the idempotent `P` and a density correction obeys
`Q = P Q + Q P + R`, then the trace of `H Q` is that of `H (1 - 2 P) R`. -/
theorem trace_mul_correction {Q R : Matrix n n ℂ} (hP : P * P = P)
    (hHP : H * P = P * H) (hQ : Q = P * Q + Q * P + R) :
    trace (H * Q) = trace (H * ((1 - 2 * P) * R)) := by
  have hPP : ∀ M : Matrix n n ℂ, P * (P * M) = P * M := by
    intro M
    rw [← mul_assoc, hP]
  have e1 := congrArg (fun M => trace (H * M)) hQ
  simp only [mul_add, trace_add] at e1
  have e2 : trace (H * (Q * P)) = trace (H * (P * Q)) := by
    rw [← mul_assoc, Matrix.trace_mul_comm, ← mul_assoc, ← hHP, mul_assoc]
  -- the occupied block of the correction is fixed by `R`
  have e3 := congrArg (fun M => trace (H * (P * M))) hQ
  simp only [mul_add, trace_add, hPP] at e3
  have e4 : trace (H * (P * (Q * P))) = trace (H * (P * Q)) := by
    calc trace (H * (P * (Q * P))) = trace ((H * (P * Q)) * P) := by
          simp only [mul_assoc]
      _ = trace (P * (H * (P * Q))) := Matrix.trace_mul_comm _ _
      _ = trace (H * (P * Q)) := by rw [← mul_assoc, ← hHP, mul_assoc, hPP]
  have e5 : H * ((1 - 2 * P) * R) = H * R - (H * (P * R) + H * (P * R)) := by
    rw [two_mul]
    noncomm_ring
  rw [e5, trace_sub, trace_add]
  linear_combination e1 + e2 - 2 * e3 - 2 * e4

/-- For idempotent `P`, the first-order response equation expresses the transition part
of the perturbation through the commutator of `H` with the first-order density. -/
theorem response_commutator (hP : P * P = P)
    (h1 : H * X - X * H + (V * P - P * V) = 0) :
    (1 - 2 * P) * (H * X - X * H) = -transitionPart P V := by
  rw [eq_neg_of_add_eq_zero_left h1, transitionPart, two_mul]
  linear_combination (norm := noncomm_ring) -(hP * V) - hP * V

/-- Under the trace, the transition part can be taken of either factor. -/
theorem trace_transitionPart (P A B : Matrix n n ℂ) :
    trace (A * transitionPart P B) = trace (transitionPart P A * B) := by
  have m1 : A * transitionPart P B = A * P * B * (1 - P) + A * (1 - P) * B * P := by
    unfold transitionPart
    noncomm_ring
  have m2 : transitionPart P A * B
      = (1 - P) * (A * P * B) + P * (A * (1 - P) * B) := by
    unfold transitionPart
    noncomm_ring
  rw [m1, m2, trace_add, trace_add, Matrix.trace_mul_comm (A * P * B) (1 - P),
    Matrix.trace_mul_comm (A * (1 - P) * B) P]

/-- Let `P` be idempotent and commute with `H`, and let `X = P X + X P` solve the
first-order response equation. Then, for every `W`, the trace of
`H (1 - 2 P) (X W + W X)` is minus that of the transition part of `V` times `W`. -/
theorem trace_hamiltonian_response (W : Matrix n n ℂ) (hP : P * P = P)
    (hHP : H * P = P * H) (hX : X = P * X + X * P)
    (h1 : H * X - X * H + (V * P - P * V) = 0) :
    trace (H * ((1 - 2 * P) * (X * W + W * X))) = -trace (transitionPart P V * W) := by
  have h0 := response_commutator hP h1
  obtain ⟨S, hS⟩ : ∃ S : Matrix n n ℂ, S = 1 - 2 * P := ⟨_, rfl⟩
  have hSX : S * X = -(X * S) := by
    rw [hS, two_mul]
    linear_combination (norm := noncomm_ring) hX + hX
  have hSH : H * S = S * H := by
    rw [hS, two_mul]
    linear_combination (norm := noncomm_ring) -hHP - hHP
  rw [← hS] at h0 ⊢
  have t : trace (H * (S * (W * X))) = trace (X * (H * (S * W))) := by
    calc trace (H * (S * (W * X))) = trace ((H * (S * W)) * X) := by
          simp only [mul_assoc]
      _ = trace (X * (H * (S * W))) := Matrix.trace_mul_comm _ _
  have m : H * (S * (X * W)) + X * (H * (S * W)) = S * (H * X - X * H) * W := by
    linear_combination (norm := noncomm_ring)
      hSH * (X * W) + X * hSH * W + hSX * (H * W)
  rw [mul_add, mul_add, trace_add, t, ← trace_add, m, h0, neg_mul, trace_neg]

/-- For idempotent `P` and `Y = P Y + Y P + X ^ 2`, the trace of `V Y` splits into a part
fixed by the first-order density and a part from the transitions in `V`. -/
theorem trace_perturbation_split (hP : P * P = P) (hY : Y = P * Y + Y * P + X * X) :
    trace (V * Y)
      = trace (V * ((1 - 2 * P) * (X * X))) + trace (transitionPart P V * Y) := by
  have m : Y = (1 - 2 * P) * (X * X) + transitionPart P Y := by
    rw [transitionPart, two_mul]
    linear_combination (norm := noncomm_ring) hY - P * hY - P * hY - hP * Y - hP * Y
  have e := congrArg (fun M => trace (V * M)) m
  simp only [mul_add, trace_add] at e
  rw [e, trace_transitionPart]

/-- Second-order energy from the first-order density: if `P` is idempotent and commutes
with `H`, `X` and `Y` keep the density idempotent to second order, and `X` solves the
first-order response equation, the energy is half the trace of `V X`. -/
theorem secondOrderEnergy_eq (hP : P * P = P) (hHP : H * P = P * H)
    (hX : X = P * X + X * P) (hY : Y = P * Y + Y * P + X * X)
    (h1 : H * X - X * H + (V * P - P * V) = 0) :
    secondOrderEnergy H V X Y = trace (V * X) / 2 := by
  have a := trace_mul_correction hP hHP hY
  have b := trace_hamiltonian_response X hP hHP hX h1
  simp only [mul_add, trace_add] at b
  -- the first-order density consists of transitions only
  have hT : transitionPart P X = X := by
    unfold transitionPart
    linear_combination (norm := noncomm_ring) P * hX + P * hX + hP * X + hP * X - hX
  have c := trace_transitionPart P V X
  rw [hT] at c
  unfold secondOrderEnergy
  linear_combination a + b / 2 + c / 2

/-- Third-order energy from the first-order density: if `P` is idempotent and commutes
with `H`, `X`, `Y`, `Z` keep the density idempotent to third order, and `X` solves the
first-order response equation, the energy is the trace of `V (1 - 2 P) X ^ 2`. -/
theorem thirdOrderEnergy_eq (hP : P * P = P) (hHP : H * P = P * H)
    (hX : X = P * X + X * P) (hY : Y = P * Y + Y * P + X * X)
    (hZ : Z = P * Z + Z * P + (X * Y + Y * X))
    (h1 : H * X - X * H + (V * P - P * V) = 0) :
    thirdOrderEnergy H V Y Z = trace (V * ((1 - 2 * P) * (X * X))) := by
  have a := trace_mul_correction hP hHP hZ
  have b := trace_hamiltonian_response Y hP hHP hX h1
  have c := trace_perturbation_split (V := V) hP hY
  unfold thirdOrderEnergy
  linear_combination a + b + c

/-- Let `P` be idempotent and commute with `H`, and let `X` and `Y` satisfy the idempotency
conditions and response equations of first and second order. Then the trace of `V Y` is
three times the trace of `V (1 - 2 P) X ^ 2`. -/
theorem trace_second_order_density (hP : P * P = P) (hHP : H * P = P * H)
    (hX : X = P * X + X * P) (hY : Y = P * Y + Y * P + X * X)
    (h1 : H * X - X * H + (V * P - P * V) = 0)
    (h2 : H * Y - Y * H + (V * X - X * V) = 0) :
    trace (V * Y) = 3 * trace (V * ((1 - 2 * P) * (X * X))) := by
  have split := trace_perturbation_split (V := V) hP hY
  have h0 := response_commutator hP h1
  obtain ⟨S, hS⟩ : ∃ S : Matrix n n ℂ, S = 1 - 2 * P := ⟨_, rfl⟩
  have hSX : S * X = -(X * S) := by
    rw [hS, two_mul]
    linear_combination (norm := noncomm_ring) hX + hX
  have hSH : H * S = S * H := by
    rw [hS, two_mul]
    linear_combination (norm := noncomm_ring) -hHP - hHP
  rw [← hS] at h0 split ⊢
  have t0 := congrArg (fun M => trace (M * Y)) h0
  simp only [neg_mul, trace_neg] at t0
  -- move the commutator with `H` from `X` to `Y`
  have m1 : S * (H * X - X * H) * Y = -(H * (X * S * Y)) + X * S * H * Y := by
    linear_combination (norm := noncomm_ring)
      H * hSX * Y - hSH * (X * Y) - hSX * (H * Y)
  have t1 := congrArg Matrix.trace m1
  have c1 := Matrix.trace_mul_comm H (X * S * Y)
  -- insert the second-order response equation
  have m2 : -(X * S * Y * H) + X * S * H * Y = -(X * S * V * X) + X * S * X * V := by
    linear_combination (norm := noncomm_ring) X * S * h2
  have t2 := congrArg Matrix.trace m2
  have c2 := Matrix.trace_mul_comm (X * S * V) X
  have m3 : X * (X * S * V) = S * (X * X) * V := by
    linear_combination (norm := noncomm_ring) X * hSX * V - hSX * (X * V)
  have t3 := congrArg Matrix.trace m3
  have m4 : X * S * X * V = -(S * (X * X) * V) := by
    linear_combination (norm := noncomm_ring) hSX * (X * V)
  have t4 := congrArg Matrix.trace m4
  have c3 := Matrix.trace_mul_comm (S * (X * X)) V
  simp only [trace_add, trace_neg] at t1 t2 t4
  linear_combination split + t0 - t1 + c1 - t2 + c2 + t3 - t4 + 2 * c3

/-- A two-level system with the matrices given here satisfies the idempotency conditions
to third order and the response equations to second order; its third-order energy is 1. -/
theorem densityResponse_witness (H V P X Y Z : Matrix (Fin 2) (Fin 2) ℂ)
    (hH : H = !![0, 0; 0, 1]) (hV : V = !![0, 1; 1, 1]) (hP : P = !![1, 0; 0, 0])
    (hX : X = !![0, -1; -1, 0]) (hY : Y = !![-1, 1; 1, 1]) (hZ : Z = !![2, 1; 1, -2]) :
    P * P = P ∧ H * P = P * H ∧ X = P * X + X * P ∧ Y = P * Y + Y * P + X * X ∧
      Z = P * Z + Z * P + (X * Y + Y * X) ∧
      H * X - X * H + (V * P - P * V) = 0 ∧ H * Y - Y * H + (V * X - X * V) = 0 ∧
      thirdOrderEnergy H V Y Z = 1 := by
  subst hH hV hP hX hY hZ
  refine ⟨?_, ?_, ?_, ?_, ?_, ?_, ?_, ?_⟩
  case refine_8 =>
    simp [thirdOrderEnergy, Matrix.trace_fin_two]
    norm_num
  all_goals
    ext i j
    fin_cases i <;> fin_cases j <;>
      simp [Matrix.mul_apply, Fin.sum_univ_succ] <;> norm_num

end ThirdOrderDensityResponse
```

```lean
#print axioms ThirdOrderDensityResponse.secondOrderEnergy_eq
#print axioms ThirdOrderDensityResponse.thirdOrderEnergy_eq
#print axioms ThirdOrderDensityResponse.trace_second_order_density
```

```
'ThirdOrderDensityResponse.secondOrderEnergy_eq' depends on axioms: [propext, Classical.choice, Quot.sound]
'ThirdOrderDensityResponse.thirdOrderEnergy_eq' depends on axioms: [propext, Classical.choice, Quot.sound]
'ThirdOrderDensityResponse.trace_second_order_density' depends on axioms: [propext, Classical.choice, Quot.sound]
```

## What the theorems settle for a code

The matrices are complex, of any finite size, and need not be Hermitian. The basis is orthonormal, since no overlap matrix appears. `transitionPart` is $T$; `hP` and `hHP` describe the unperturbed density, `hX`, `hY` and `hZ` the idempotency conditions, and `h1` and `h2` the two response equations.

`thirdOrderEnergy_eq` has no `h2`: an inaccurate $Y$ leaves the energy unchanged, provided that $Y$ and $Z$ satisfy their idempotency conditions. `trace_second_order_density`, which gives the factor 3, does use `h2`.

The lemmas from `trace_mul_correction` to `trace_perturbation_split` are the first three steps above. Most matrix identities are closed by `linear_combination` with `noncomm_ring`, which keeps the order of factors; `Matrix.trace_mul_comm` supplies cyclicity, and a final `linear_combination` adds the scalar traces. `densityResponse_witness` gives a two-level system that meets every condition and has $E_3=1$.

That $X$, $Y$ and $Z$ are the expansion coefficients of an actual ground-state density is left to the user. The conditions alone do not in general fix $Z$, whose occupied-virtual part stays free. Conversely, for Hermitian $H$ and $V$, if $P$ projects onto the lowest orbitals and a gap separates them from the virtual ones, the ground-state density of $H+tV$ at fixed electron number has such an expansion for small $t$, and its coefficients meet all the conditions. Fractional occupations violate $P^2=P$.
